# A gap bound for a cycle of projectors from its neighbouring pairs: the two-projector case of Knabe's criterion

Let $P_0,\dots,P_{N-1}$ be Hermitian projectors on a finite-dimensional complex space, with labels read modulo $N$ and $N\ge 3$, and let projectors whose labels are not neighbours commute. Write $H=\sum_i P_i$ for the full Hamiltonian and $h_i=P_i+P_{i+1}$ for that of a neighbouring pair. "Gap" means the smallest nonzero eigenvalue of $H$. It is the excitation gap above the ground state when $H$ has a zero-energy state, which is not assumed here. The result is that if every nonzero eigenvalue of every $h_i$ is at least $e$, then the gap is at least $2e-1$.

## The cycle and its Hamiltonians

```lean
import Mathlib

open Matrix
open scoped ComplexOrder

namespace KnabeLocalGap

noncomputable section

variable {N : ℕ} [NeZero N] {n : Type*} [Fintype n]
```

The labels will have type `Fin N`, the integers $0,\dots,N-1$ with cyclic addition, so $i+1$ wraps around at the end. The type `n` labels the basis states.

```lean
/-- Hermitian projectors on a cycle of `N` labels (addition in `Fin N` is cyclic) that commute
whenever their labels are not neighbours. -/
structure IsProjectorCycle (P : Fin N → Matrix n n ℂ) : Prop where
  herm : ∀ i, (P i).IsHermitian
  idem : ∀ i, P i * P i = P i
  comm : ∀ i j, j ≠ i + 1 → i ≠ j + 1 → P i * P j = P j * P i
```

`IsProjectorCycle P` collects three properties: $P_i^\dagger=P_i$, $P_i^2=P_i$, and $P_iP_j=P_jP_i$ unless $i$ and $j$ are neighbours. In a spin ring with one projector per bond, the last property holds because bonds without a common site act on different spins.

```lean
/-- The Hamiltonian of the whole cycle, the sum of all projectors. -/
def hamiltonian (P : Fin N → Matrix n n ℂ) : Matrix n n ℂ := ∑ i, P i
```

This is $H$. Every projector has strength one, which sets the unit of energy.

```lean
/-- The local Hamiltonian of two neighbouring projectors. -/
def pair (P : Fin N → Matrix n n ℂ) (i : Fin N) : Matrix n n ℂ := P i + P (i + 1)
```

This is $h_i$. In the theorem statements below, `h` names the hypothesis that `P` is a projector cycle, whereas in the inequality `h² ≥ e h` of the docstrings it means the pair Hamiltonian $h_i$.

```lean
/-- The anticommutator of two neighbouring projectors. -/
def coupling (P : Fin N → Matrix n n ℂ) (i : Fin N) : Matrix n n ℂ :=
  P i * P (i + 1) + P (i + 1) * P i
```

This is the anticommutator $A_i=P_iP_{i+1}+P_{i+1}P_i$, the only part of $H^2$ that can be negative.

```lean
/-- The product of two projectors if their labels are distinct and not neighbours, else zero. -/
def far (P : Fin N → Matrix n n ℂ) (i j : Fin N) : Matrix n n ℂ :=
  if j = i ∨ j = i + 1 ∨ i = j + 1 then 0 else P i * P j
```

This is $F_{ij}$, equal to $P_iP_j$ for distant labels and to zero otherwise.

## Squaring the Hamiltonian

```lean
/-- On a cycle of at least three labels, neither one step nor two steps lead back to the start. -/
theorem step_ne (hN : 3 ≤ N) (i : Fin N) : i + 1 ≠ i ∧ i + 1 + 1 ≠ i := by
  have step : ∀ j : Fin N, ((j + 1).val = j.val + 1 ∧ j.val + 1 < N) ∨
      ((j + 1).val = 0 ∧ j.val + 1 = N) := by
    intro j
    have h : (j + 1).val = (j.val + 1) % N := by
      rw [Fin.val_add, Fin.val_one', Nat.add_mod_mod]
    rcases Nat.lt_or_ge (j.val + 1) N with hj | hj
    · exact Or.inl ⟨by rw [h, Nat.mod_eq_of_lt hj], hj⟩
    · have hj' : j.val + 1 = N := by have := j.isLt; omega
      exact Or.inr ⟨by rw [h, hj', Nat.mod_self], hj'⟩
  have h1 := step i
  have h2 := step (i + 1)
  constructor
  · intro h
    have h3 := congrArg Fin.val h
    omega
  · intro h
    have h3 := congrArg Fin.val h
    omega
```

In the theorems here, the hypotheses stand before the colon that lies outside all brackets, the conclusion after it, and the proof after `:=`. This one says that $i+1\ne i$ and $i+2\ne i$ when $N\ge3$. The proof separates a step that wraps around from one that does not, and `omega` finishes the integer arithmetic.

```lean
/-- The product of two projectors whose labels are not neighbours is positive semidefinite. -/
theorem mul_posSemidef {P : Fin N → Matrix n n ℂ} (h : IsProjectorCycle P) {i j : Fin N}
    (h1 : j ≠ i + 1) (h2 : i ≠ j + 1) : (P i * P j).PosSemidef := by
  have e : P i * P j = (P i * P j)ᴴ * (P i * P j) := by
    rw [Matrix.conjTranspose_mul, (h.herm i).eq, (h.herm j).eq]
    symm
    calc P j * P i * (P i * P j) = P j * (P i * P i) * P j := by simp only [Matrix.mul_assoc]
      _ = P j * P i * P j := by rw [h.idem]
      _ = P i * P j * P j := by rw [h.comm i j h1 h2]
      _ = P i * P j := by rw [Matrix.mul_assoc, h.idem]
  rw [e]
  exact Matrix.posSemidef_conjTranspose_mul_self _
```

If $i$ and $j$ are not neighbours, then
$$(P_iP_j)^\dagger(P_iP_j)=P_jP_iP_iP_j=P_jP_iP_j=P_iP_jP_j=P_iP_j .$$
A matrix of the form $M^\dagger M$ is positive semidefinite, hence so is $P_iP_j$. The `calc` block is this chain, and `ᴴ` is the dagger. The case $i=j$ is included and gives $P_i\ge0$.

```lean
/-- The squared Hamiltonian is the Hamiltonian plus the anticommutators of neighbours plus the
products of distant projectors. -/
theorem hamiltonian_sq {P : Fin N → Matrix n n ℂ} (hN : 3 ≤ N) (h : IsProjectorCycle P) :
    hamiltonian P * hamiltonian P
      = hamiltonian P + ∑ i, coupling P i + ∑ i, ∑ j, far P i j := by
  -- each ordered pair of labels is equal, neighbouring on one side, or distant
  have split : ∀ i j, P i * P j = (if j = i then P i * P j else 0)
      + (if j = i + 1 then P i * P j else 0) + (if i = j + 1 then P i * P j else 0)
      + far P i j := by
    intro i j
    unfold far
    by_cases h1 : j = i
    · have h2 : ¬ j = i + 1 := fun h => (step_ne hN i).1 (h.symm.trans h1)
      have h3 : ¬ i = j + 1 := fun h => (step_ne hN j).1 (h.symm.trans h1.symm)
      rw [if_pos h1, if_neg h2, if_neg h3, if_pos (Or.inl h1)]
      simp only [add_zero]
    · by_cases h2 : j = i + 1
      · have h3 : ¬ i = j + 1 := by
          intro h
          apply (step_ne hN i).2
          rw [← h2]
          exact h.symm
        rw [if_neg h1, if_pos h2, if_neg h3, if_pos (Or.inr (Or.inl h2))]
        simp only [add_zero, zero_add]
      · by_cases h3 : i = j + 1
        · rw [if_neg h1, if_neg h2, if_pos h3, if_pos (Or.inr (Or.inr h3))]
          simp only [add_zero, zero_add]
        · rw [if_neg h1, if_neg h2, if_neg h3, if_neg (by tauto)]
          simp only [zero_add]
  have s1 : ∑ i, ∑ j, (if j = i then P i * P j else 0) = ∑ i, P i := by
    simp [h.idem]
  have s2 : ∑ i, ∑ j, (if j = i + 1 then P i * P j else 0) = ∑ i, P i * P (i + 1) := by
    simp
  have s3 : ∑ i, ∑ j, (if i = j + 1 then P i * P j else 0) = ∑ j, P (j + 1) * P j := by
    rw [Finset.sum_comm]
    simp
  unfold hamiltonian coupling
  rw [Finset.sum_mul_sum]
  refine (Finset.sum_congr rfl fun i _ => Finset.sum_congr rfl fun j _ => split i j).trans ?_
  simp only [Finset.sum_add_distrib]
  rw [s1, s2, s3]
  abel
```

Expand $H^2=\sum_{i,j}P_iP_j$ and sort the ordered pairs of labels. Those with $j=i$ give $\sum_iP_i=H$, those with $j=i+1$ or $i=j+1$ together give $\sum_iA_i$, and the rest are distant:
$$H^2=H+\sum_iA_i+\sum_{i,j}F_{ij}.$$
In the proof, `split` does the sorting, and `s1`, `s2` and `s3` evaluate the first three sums. For $N=2$ the two kinds of neighbour would coincide and be counted twice, hence $N\ge3$.

```lean
/-- The squared pair Hamiltonian is the pair Hamiltonian plus the anticommutator. -/
theorem pair_sq {P : Fin N → Matrix n n ℂ} (h : IsProjectorCycle P) (i : Fin N) :
    pair P i * pair P i = pair P i + coupling P i := by
  unfold pair coupling
  rw [mul_add, add_mul, add_mul, h.idem, h.idem]
  abel
```

The same expansion for one pair gives $h_i^2=h_i+A_i$.

## From pairs to the whole cycle

```lean
/-- The local inequalities `h² ≥ e h` for all neighbouring pairs add up to the global inequality
`H² ≥ (2e - 1) H`. -/
theorem global_inequality {P : Fin N → Matrix n n ℂ} (hN : 3 ≤ N) (h : IsProjectorCycle P)
    {e : ℝ} (hloc : ∀ i, (pair P i * pair P i - e • pair P i).PosSemidef) :
    (hamiltonian P * hamiltonian P - (2 * e - 1) • hamiltonian P).PosSemidef := by
  have shift : ∑ i, P (i + 1) = ∑ i, P i := Equiv.sum_comp (Equiv.addRight (1 : Fin N)) P
  have hpair : ∑ i, pair P i = (2 : ℝ) • hamiltonian P := by
    unfold pair hamiltonian
    rw [Finset.sum_add_distrib, shift]
    module
  -- every projector is counted twice, every anticommutator once
  have key : hamiltonian P * hamiltonian P - (2 * e - 1) • hamiltonian P
      = ∑ i, (pair P i * pair P i - e • pair P i) + ∑ i, ∑ j, far P i j := by
    simp only [pair_sq h, Finset.sum_sub_distrib, Finset.sum_add_distrib, ← Finset.smul_sum]
    rw [hamiltonian_sq hN h, hpair]
    module
  rw [key]
  refine (Matrix.posSemidef_sum _ fun i _ => hloc i).add
    (Matrix.posSemidef_sum _ fun i _ => Matrix.posSemidef_sum _ fun j _ => ?_)
  unfold far
  split_ifs with hc
  · exact Matrix.PosSemidef.zero
  · exact mul_posSemidef h (fun h' => hc (Or.inr (Or.inl h'))) (fun h' => hc (Or.inr (Or.inr h')))
```

The hypothesis `hloc` says $h_i^2-e\,h_i\ge0$ for every $i$. Since $h_i\ge0$, for positive $e$ this means that every nonzero energy of a pair is at least $e$: the constant is a lower bound on the local gap.

Each projector belongs to two pairs, so $\sum_ih_i=2H$ and
$$\sum_i(h_i^2-e\,h_i)=2(1-e)H+\sum_iA_i .$$
Inserting the formula for $H^2$ gives
$$H^2-(2e-1)H=\sum_i(h_i^2-e\,h_i)+\sum_{i,j}F_{ij}\ \ge\ 0 .$$
This identity is `key`; `shift` relabels the sum, and `module` collects the coefficients. In the smallest case, $N=3$, all distinct labels are neighbours, so the $F_{ij}$ vanish and the right-hand side is the sum of the local terms alone.

```lean
/-- A real eigenvalue of a positive semidefinite matrix is nonnegative. -/
theorem eigenvalue_nonneg {A : Matrix n n ℂ} (hA : A.PosSemidef) {r : ℝ} {v : n → ℂ}
    (hv : v ≠ 0) (hr : A *ᵥ v = r • v) : 0 ≤ r := by
  have h := hA.dotProduct_mulVec_nonneg v
  rw [hr, dotProduct_smul] at h
  have hs : 0 ≤ star v ⬝ᵥ v := dotProduct_star_self_nonneg v
  have hne : star v ⬝ᵥ v ≠ 0 := fun h0 => hv (dotProduct_star_self_eq_zero.mp h0)
  have hpos : 0 < (star v ⬝ᵥ v).re := (Complex.pos_iff.mp (lt_of_le_of_ne hs hne.symm)).1
  have h' := (Complex.nonneg_iff.mp h).1
  rw [Complex.smul_re, smul_eq_mul] at h'
  by_contra hneg
  have := mul_neg_of_neg_of_pos (not_le.mp hneg) hpos
  linarith
```

If $A\ge0$ and $Av=rv$ with $v\neq0$, then $0\le v^\dagger Av=r\,v^\dagger v$. Since $v^\dagger v>0$, it follows that $r\ge0$. Here `*ᵥ` applies a matrix to a vector.

```lean
/-- The two-projector case of Knabe's local gap criterion: if every neighbouring pair satisfies `h²
≥ e h`, then every nonzero eigenvalue of the Hamiltonian of the cycle is at least `2e - 1`. -/
theorem knabe_gap {P : Fin N → Matrix n n ℂ} (hN : 3 ≤ N) (h : IsProjectorCycle P)
    {e : ℝ} (hloc : ∀ i, (pair P i * pair P i - e • pair P i).PosSemidef)
    {μ : ℝ} {v : n → ℂ} (hv : v ≠ 0) (hμ : hamiltonian P *ᵥ v = μ • v) (hμ0 : μ ≠ 0) :
    2 * e - 1 ≤ μ := by
  have hH : (hamiltonian P).PosSemidef := by
    refine Matrix.posSemidef_sum _ fun i _ => ?_
    have hi := mul_posSemidef h (step_ne hN i).1.symm (step_ne hN i).1.symm
    rwa [h.idem] at hi
  have hpos : 0 < μ := lt_of_le_of_ne (eigenvalue_nonneg hH hv hμ) hμ0.symm
  -- the global inequality on the eigenvector reads μ² ≥ (2e - 1) μ
  have hq : 0 ≤ μ * μ - (2 * e - 1) * μ := by
    refine eigenvalue_nonneg (global_inequality hN h hloc) hv ?_
    rw [Matrix.sub_mulVec, ← Matrix.mulVec_mulVec, hμ, Matrix.mulVec_smul, hμ,
      Matrix.smul_mulVec, hμ]
    module
  by_contra hlt
  have := mul_pos hpos (sub_pos.mpr (not_le.mp hlt))
  linarith
```

Let $Hv=\mu v$ with $v\ne0$ and $\mu\neq0$. As a sum of projectors, $H\ge0$, so $\mu>0$. The vector $v$ is also an eigenvector of $H^2-(2e-1)H$, with eigenvalue $\mu^2-(2e-1)\mu$, which is therefore nonnegative (`hq`). Dividing by $\mu$ gives
$$\mu\ge 2e-1 .$$
Lean reaches the last line by contradiction instead of division. Taking $\mu$ real loses nothing, because $H$ is Hermitian.

The theorem holds for every real $e$ but is informative only for $e>1/2$. Knabe's criterion in general starts from longer open segments, which can succeed where pairs fail; this theorem treats segments of two projectors. For a finite, translation-invariant spin ring built from nearest-neighbour bond projectors, it turns a three-site diagonalisation into a gap bound that does not depend on the ring's length.

```lean
/-- If the anticommutator of every neighbouring pair is at least `-c` times the pair Hamiltonian,
then every nonzero eigenvalue of the Hamiltonian of the cycle is at least `1 - 2c`. -/
theorem gap_of_coupling {P : Fin N → Matrix n n ℂ} (hN : 3 ≤ N) (h : IsProjectorCycle P)
    {c : ℝ} (hloc : ∀ i, (coupling P i + c • pair P i).PosSemidef)
    {μ : ℝ} {v : n → ℂ} (hv : v ≠ 0) (hμ : hamiltonian P *ᵥ v = μ • v) (hμ0 : μ ≠ 0) :
    1 - 2 * c ≤ μ := by
  have hgap := knabe_gap hN h (e := 1 - c) (fun i => by
    have hi : pair P i * pair P i - (1 - c) • pair P i = coupling P i + c • pair P i := by
      rw [pair_sq h]
      module
    rw [hi]
    exact hloc i) hv hμ hμ0
  linarith
```

Because $h_i^2-(1-c)h_i=A_i+c\,h_i$, the condition $A_i\ge-c\,h_i$ is the local inequality with $e=1-c$, and the bound becomes $1-2c$. The constant $c$ limits how negative the anticommutator of two neighbours may be.

## Three projectors that attain the bound

```lean
/-- Components of three real unit vectors in three dimensions. -/
def w (i j : Fin 3) : ℝ := if j = i then 7 / 9 else -4 / 9
```

The vectors are $w_0=\tfrac19(7,-4,-4)$ and its two cyclic permutations.

```lean
/-- The three rank-one projectors onto the vectors `w i`. -/
def trimer (i : Fin 3) : Matrix (Fin 3) (Fin 3) ℂ :=
  Matrix.of fun j k => (w i j : ℂ) * (w i k : ℂ)
```

The projectors are $P_i=w_iw_i^{T}$.

```lean
/-- The trimer is a projector cycle and satisfies the local inequality with `e = 41/81`. -/
theorem trimer_witness : IsProjectorCycle trimer ∧
    ∀ i, (pair trimer i * pair trimer i - (41 / 81 : ℝ) • pair trimer i).PosSemidef := by
  refine ⟨⟨fun i => ?_, fun i => ?_, fun i j h1 h2 => ?_⟩, fun i => ?_⟩
  · ext j k
    simp [trimer, Matrix.conjTranspose_apply, mul_comm]
  · ext j k
    fin_cases i <;> fin_cases j <;> fin_cases k <;>
      simp [trimer, w, Matrix.mul_apply, Fin.sum_univ_three] <;> norm_num
  · have hij : ∀ i j : Fin 3, j ≠ i + 1 → i ≠ j + 1 → i = j := by decide
    rw [hij i j h1 h2]
  · -- the local expression is a positive multiple of a rank-one square
    have n1 : ∀ i, (w i 0 : ℂ) * w i 0 + w i 1 * w i 1 + w i 2 * w i 2 = 1 := by
      intro i
      fin_cases i <;> simp [w] <;> norm_num
    have n2 : ∀ i, (w i 0 : ℂ) * w (i + 1) 0 + w i 1 * w (i + 1) 1 + w i 2 * w (i + 1) 2
        = -40 / 81 := by
      intro i
      fin_cases i <;> simp [w] <;> norm_num
    let B : Matrix Unit (Fin 3) ℂ := Matrix.of fun _ k => ((w i k - w (i + 1) k : ℝ) : ℂ)
    have hB : pair trimer i * pair trimer i - (41 / 81 : ℝ) • pair trimer i
        = (40 / 81 : ℝ) • (Bᴴ * B) := by
      ext j k
      simp only [B, pair, trimer, Matrix.sub_apply, Matrix.smul_apply, Matrix.add_apply,
        Matrix.mul_apply, Matrix.of_apply, Matrix.conjTranspose_apply, Fin.sum_univ_three,
        Finset.univ_unique, Finset.sum_singleton, Complex.real_smul, Complex.star_def,
        Complex.conj_ofReal]
      push_cast
      linear_combination (w i j : ℂ) * w i k * n1 i
        + (w (i + 1) j : ℂ) * w (i + 1) k * n1 (i + 1)
        + ((w i j : ℂ) * w (i + 1) k + w (i + 1) j * w i k) * n2 i
    rw [hB]
    exact (Matrix.posSemidef_conjTranspose_mul_self B).smul (by norm_num)
```

By hand, $|w_i|^2=(49+16+16)/81=1$ and $w_i\cdot w_{i+1}=(-28-28+16)/81=-40/81$. A pair therefore has the nonzero energies $1\pm40/81$, the lower being $e=41/81$. Explicitly,
$$h_i^2-\tfrac{41}{81}h_i=\tfrac{40}{81}(w_i-w_{i+1})(w_i-w_{i+1})^{T}\ge0 .$$
In the proof, `n1` and `n2` are the norms and overlaps, `B` is the row vector $w_i-w_{i+1}$, and `hB` is the displayed identity. Commutation is required only for $i=j$, where it is trivial.

```lean
/-- The trimer Hamiltonian has the eigenvalue `2e - 1` with `e = 41/81`, on the uniform vector. -/
theorem trimer_sharp : hamiltonian trimer *ᵥ (fun _ => (1 : ℂ))
    = (2 * (41 / 81) - 1 : ℝ) • (fun _ => (1 : ℂ)) := by
  ext j
  fin_cases j <;>
    simp [hamiltonian, trimer, w, Matrix.mulVec, dotProduct, Fin.sum_univ_three] <;> norm_num

end

end KnabeLocalGap
```

Take $u=(1,1,1)$, or $u/\sqrt3$ when normalised. Each $w_i\cdot u=-1/9$, and $\sum_iw_i=-u/9$, so
$$Hu=\sum_i w_i\,(w_i\cdot u)=\tfrac1{81}u .$$
Since $2e-1=82/81-1=1/81$, this eigenvalue equals the bound. The other two eigenvalues are $121/81$, so this $H$ has no zero-energy state and $1/81$ is its ground-state energy. With a fourth basis state added that all three projectors annihilate, the same value becomes an excitation gap.

```lean
#print axioms KnabeLocalGap.knabe_gap
#print axioms KnabeLocalGap.gap_of_coupling
#print axioms KnabeLocalGap.trimer_sharp
```

```
'KnabeLocalGap.knabe_gap' depends on axioms: [propext, Classical.choice, Quot.sound]
'KnabeLocalGap.gap_of_coupling' depends on axioms: [propext, Classical.choice, Quot.sound]
'KnabeLocalGap.trimer_sharp' depends on axioms: [propext, Classical.choice, Quot.sound]
```
